# A bounded local energy for helium with a Padé Jastrow factor

In atomic units, take two electrons at positions x and y around a fixed nucleus of charge Z at the origin, with r₁ = |x|, r₂ = |y| and s = |x − y|. For ψ = exp(−Z r₁ − Z r₂) the local energy E_L = Hψ/ψ is −Z² + 1/s: the kinetic energy cancels the nuclear attractions but not the repulsion. Now set Z = 2 and multiply ψ by exp(s/2). The kinetic energy acquires a term −1/s, and

E_L = −17/4 + G,  G = (r₁ + r₂)(1 − cos θ)/s,

with θ the angle between x and y. Since G lies between 0 and 2, the divergence is gone.

## Claim and derivation

In atomic units

H = −½∇₁² − ½∇₂² − Z/r₁ − Z/r₂ + 1/s,  ψ = exp(−Z r₁ − Z r₂ + u(s)).

For u twice differentiable on s > 0 and r₁, r₂, s nonzero,

E_L = −Z² + 1/s − u″ − 2u′/s − u′² + Z u′ G.

For Z = 2 and u = s/(2(1 + bs)) with b ≥ 0, −17/4 ≤ E_L ≤ −2 + 3b.

Let ⟨ , ⟩ be the scalar product, p ≠ 0 a point and v a unit vector. Along the line p + tv,

d|p + tv|/dt = ⟨p + tv, v⟩/|p + tv|,

d²|p + tv|/dt² = 1/|p| − ⟨p, v⟩²/|p|³  at t = 0.

Move electron 1 along v, put d = x − y and call the exponent φ. At t = 0

φ′ = −Z⟨x, v⟩/r₁ + u′⟨d, v⟩/s,

φ″ = −Z(1/r₁ − ⟨x, v⟩²/r₁³) + u″⟨d, v⟩²/s² + u′(1/s − ⟨d, v⟩²/s³),

and the second derivative of exp φ is (φ″ + φ′²) exp φ. Summing over the axes e₀, e₁, e₂ with Σᵢ ⟨p, eᵢ⟩⟨q, eᵢ⟩ = ⟨p, q⟩ for any vectors p, q gives

∇₁²ψ/ψ = −2Z/r₁ + Z² + u″ + 2u′/s + u′² − 2Z u′⟨x, x − y⟩/(r₁ s).

Exchanging x and y gives ∇₂²ψ/ψ. In −½ times the sum, Z/r₁ + Z/r₂ cancels the attractions, and with ⟨x, y⟩ = r₁r₂ cos θ,

⟨x, x − y⟩/r₁ + ⟨y, y − x⟩/r₂ = (r₁ − r₂ cos θ) + (r₂ − r₁ cos θ) = (r₁ + r₂)(1 − cos θ),

which yields the formula. An easy mistake is to let only one Laplacian act on u(s). That gives −u′/s in place of −2u′/s and suggests a slope u′(0) = 1, while the cancellation of 1/s needs ½.

With k = cos θ and s² = r₁² + r₂² − 2r₁r₂k,

4s² − (r₁ + r₂)²(1 − k)² = (r₁ − r₂)²(1 + k)(3 − k) + 4r₁r₂(1 − k)(1 + k) ≥ 0,

so 0 ≤ G ≤ 2. For the Padé exponent put w = 1/(1 + bs), so 0 < w ≤ 1, u′ = w²/2 and u″ = −bw³. From 1 − w = bsw follows 1/s − 2u′/s = (1 − w²)/s = bw(1 + w), hence

E_L = −4 + b(w + w² + w³) − w⁴/4 + w²G.

The last three terms lie in [0, 3b], [−¼, 0] and [0, 2], which gives the bounds.

For this nodeless one-parameter trial function with a fixed nucleus, the local energies averaged in variational Monte Carlo, and those entering the branching weights of diffusion Monte Carlo, stay in an interval of known width. The slope ½ is Kato's cusp value for a wave function that does not vanish at s = 0, a condition on exact eigenfunctions; the theorems below concern the trial function alone.

## The model in Lean

```lean
import Mathlib

open scoped InnerProductSpace Topology
open InnerProductGeometry

namespace PadeJastrowHelium

noncomputable section

/-- Position space of one electron. -/
abbrev E := EuclideanSpace ℝ (Fin 3)

/-- Unit vector of the `i`-th Cartesian axis. -/
def axis (i : Fin 3) : E := EuclideanSpace.basisFun (Fin 3) ℝ i

/-- Laplacian: sum of the second derivatives along the three axes. -/
def lap (f : E → ℝ) (x : E) : ℝ := ∑ i, deriv (deriv fun t : ℝ => f (x + t • axis i)) 0
```

A position is a point of `E`, `axis i` is eᵢ for i = 0, 1, 2, and `lap f x` adds the second derivatives of t ↦ f(x + t eᵢ) at t = 0.

```lean
/-- Two-electron Hamiltonian with nuclear charge `Z` (atomic units) acting on `ψ`. -/
def hamiltonian (Z : ℝ) (ψ : E → E → ℝ) (x y : E) : ℝ :=
  -(1 / 2) * lap (fun a => ψ a y) x - (1 / 2) * lap (fun a => ψ x a) y
    + (-Z / ‖x‖ - Z / ‖y‖ + 1 / ‖x - y‖) * ψ x y

/-- Local energy `Hψ/ψ`. -/
def localEnergy (Z : ℝ) (ψ : E → E → ℝ) (x y : E) : ℝ := hamiltonian Z ψ x y / ψ x y

/-- Trial function `exp(-Z r₁ - Z r₂ + u(r₁₂))`. -/
def trial (Z : ℝ) (u : ℝ → ℝ) (x y : E) : ℝ := Real.exp (-Z * ‖x‖ - Z * ‖y‖ + u ‖x - y‖)
```

A wave function is a real function of two positions, without spin or normalisation, and each Laplacian holds the other electron fixed. The same `Z` serves as nuclear charge and as orbital exponent. With an exponent ζ ≠ Z the terms (ζ − Z)/r₁ and (ζ − Z)/r₂ would remain in E_L, which would then be unbounded near the nucleus. At coalescences Lean's `deriv` and division return default values without physical meaning, so the theorems on `localEnergy` are stated at points with x ≠ 0, y ≠ 0 and x ≠ y.

One could instead take ψ as a function of r₁, r₂, s and define H by its expression in these coordinates. The proof would shrink to partial derivatives and algebra, but the change of variables, where the angular term arises, would then be assumed in the definition. The Cartesian `lap` makes it part of what is derived.

```lean
/-- Padé Jastrow exponent `u(s) = s/(2(1 + bs))`. -/
def pade (b s : ℝ) : ℝ := s / (2 * (1 + b * s))

/-- The function `1/(2(1 + bs)²)`. -/
def padeD (b s : ℝ) : ℝ := 1 / (2 * (1 + b * s) ^ 2)

/-- The function `-b/(1 + bs)³`. -/
def padeDD (b s : ℝ) : ℝ := -b / (1 + b * s) ^ 3
```

## Derivatives along a line

The first lemma differentiates the square root of |p + τv|², and the second applies the quotient rule to ⟨p + τv, v⟩/|p + τv|, whose numerator is ⟨p, v⟩ + τ.

```lean
/-- Derivative of the distance from the origin along a straight line. -/
theorem hasDerivAt_norm_line (p v : E) (t : ℝ) (h : p + t • v ≠ 0) :
    HasDerivAt (fun τ : ℝ => ‖p + τ • v‖) (⟪p + t • v, v⟫_ℝ / ‖p + t • v‖) t := by
  have hl : HasDerivAt (fun τ : ℝ => p + τ • v) v t :=
    (((hasDerivAt_id' t).smul_const v).const_add p).congr_deriv (one_smul ℝ v)
  have hn : ‖p + t • v‖ ≠ 0 := norm_ne_zero_iff.mpr h
  have hs : ∀ w : E, √(‖w‖ ^ 2) = ‖w‖ := fun w => Real.sqrt_sq (norm_nonneg w)
  have h2 := hl.norm_sq.sqrt (pow_ne_zero 2 hn)
  simp only [hs] at h2
  exact h2.congr_deriv (by field_simp)

/-- Derivative of the direction cosine `⟪p, v⟫/|p|` as `p` moves along the unit vector `v`. -/
theorem hasDerivAt_cosine_line (p v : E) (hp : p ≠ 0) (hv : ‖v‖ = 1) :
    HasDerivAt (fun τ : ℝ => ⟪p + τ • v, v⟫_ℝ / ‖p + τ • v‖)
      (1 / ‖p‖ - ⟪p, v⟫_ℝ ^ 2 / ‖p‖ ^ 3) 0 := by
  have hi : HasDerivAt (fun τ : ℝ => ⟪p + τ • v, v⟫_ℝ) 1 0 := by
    have e : (fun τ : ℝ => ⟪p + τ • v, v⟫_ℝ) = fun τ => ⟪p, v⟫_ℝ + τ := by
      funext τ
      rw [inner_add_left, real_inner_smul_left, real_inner_self_eq_norm_sq v, hv]
      ring
    rw [e]
    exact (hasDerivAt_id' (0 : ℝ)).const_add _
  have hP : ‖p‖ ≠ 0 := norm_ne_zero_iff.mpr hp
  have hn := hasDerivAt_norm_line p v 0 (by simpa using hp)
  refine (hi.fun_div hn (by simpa using hp)).congr_deriv ?_
  simp only [zero_smul, add_zero]
  field_simp
```

From here `u1` and `u2` are u′ and u″: `hu` and `hu1` state this for every s > 0. A second derivative needs the first on a neighbourhood of t = 0. The step `near` keeps both moving vectors nonzero there, `chain` is the chain rule through the distance, and `hev` is φ′ on that neighbourhood. Then `h2` differentiates the product φ′ exp φ, which `congr_of_eventuallyEq` identifies with the first `deriv`. The constant `c` holds the other electron's −Zr.

```lean
variable {u u1 u2 : ℝ → ℝ}

/-- Second derivative of `exp(-Z|p| + c + u(|d|))` as `p` and `d` move along a unit vector. -/
theorem second_deriv_line (hu : ∀ s, 0 < s → HasDerivAt u (u1 s) s)
    (hu1 : ∀ s, 0 < s → HasDerivAt u1 (u2 s) s) (Z c : ℝ) (p d v : E)
    (hp : p ≠ 0) (hd : d ≠ 0) (hv : ‖v‖ = 1) :
    deriv (deriv fun τ : ℝ => Real.exp (-Z * ‖p + τ • v‖ + c + u ‖d + τ • v‖)) 0
      = Real.exp (-Z * ‖p‖ + c + u ‖d‖) *
        (-Z * (1 / ‖p‖ - ⟪p, v⟫_ℝ ^ 2 / ‖p‖ ^ 3) + u2 ‖d‖ * (⟪d, v⟫_ℝ / ‖d‖) ^ 2
          + u1 ‖d‖ * (1 / ‖d‖ - ⟪d, v⟫_ℝ ^ 2 / ‖d‖ ^ 3)
          + (-Z * (⟪p, v⟫_ℝ / ‖p‖) + u1 ‖d‖ * (⟪d, v⟫_ℝ / ‖d‖)) ^ 2) := by
  have near : ∀ q : E, q ≠ 0 → ∀ᶠ t in 𝓝 (0 : ℝ), q + t • v ≠ 0 := fun q hq =>
    (by fun_prop : Continuous fun t : ℝ => q + t • v).continuousAt.eventually_ne
      (by simpa using hq)
  have chain : ∀ f f' : ℝ → ℝ, (∀ s, 0 < s → HasDerivAt f (f' s) s) → ∀ t : ℝ,
      d + t • v ≠ 0 → HasDerivAt (fun τ : ℝ => f ‖d + τ • v‖)
        (f' ‖d + t • v‖ * (⟪d + t • v, v⟫_ℝ / ‖d + t • v‖)) t := by
    intro f f' hf t ht
    have h := (hf _ (norm_pos_iff.mpr ht)).comp t (hasDerivAt_norm_line d v t ht)
    exact h
  -- slope of the exponent near the point
  have hev : ∀ᶠ t in 𝓝 (0 : ℝ),
      HasDerivAt (fun τ : ℝ => -Z * ‖p + τ • v‖ + c + u ‖d + τ • v‖)
        (-Z * (⟪p + t • v, v⟫_ℝ / ‖p + t • v‖)
          + u1 ‖d + t • v‖ * (⟪d + t • v, v⟫_ℝ / ‖d + t • v‖)) t := by
    filter_upwards [near p hp, near d hd] with t h1 h2
    have h := (((hasDerivAt_norm_line p v t h1).const_mul (-Z)).add_const c).fun_add
      (chain u u1 hu t h2)
    exact h
  -- (exp φ)'' = exp φ (φ'² + φ'')
  have h2 := hev.self_of_nhds.exp.fun_mul
    (((hasDerivAt_cosine_line p v hp hv).const_mul (-Z)).fun_add
      ((chain u1 u2 hu1 0 (by simpa using hd)).fun_mul (hasDerivAt_cosine_line d v hd hv)))
  refine Eq.trans (HasDerivAt.deriv
    (h2.congr_of_eventuallyEq (hev.mono fun t ht => ht.exp.deriv))) ?_
  simp only [zero_smul, add_zero]
  ring
```

## The Laplacian and the general formula

In `lap_exp`, `par` is the sum rule over the axes, and `hA`, `hB`, `hC` apply it to the pairs (x, x), (d, d) and (x, d). The `linear_combination` step substitutes these three sums, and `field_simp` reduces 3/r₁ − r₁²/r₁³ to 2/r₁ and likewise for s.

```lean
/-- Laplacian of `a ↦ exp(-Z|a| + c + u(|a - y|))` away from `0` and `y`. -/
theorem lap_exp (hu : ∀ s, 0 < s → HasDerivAt u (u1 s) s)
    (hu1 : ∀ s, 0 < s → HasDerivAt u1 (u2 s) s) (Z c : ℝ) (x y : E) (hx : x ≠ 0) (hxy : x ≠ y)
    (f : E → ℝ) (hf : ∀ a, f a = Real.exp (-Z * ‖a‖ + c + u ‖a - y‖)) :
    lap f x = f x * (-2 * Z / ‖x‖ + Z ^ 2 + u2 ‖x - y‖ + 2 * u1 ‖x - y‖ / ‖x - y‖
      + u1 ‖x - y‖ ^ 2 - 2 * Z * u1 ‖x - y‖ * ⟪x, x - y⟫_ℝ / (‖x‖ * ‖x - y‖)) := by
  obtain rfl : f = fun a => Real.exp (-Z * ‖a‖ + c + u ‖a - y‖) := funext hf
  have hd : x - y ≠ 0 := sub_ne_zero.mpr hxy
  have hl : ∀ w : E, x + w - y = x - y + w := fun w => by abel
  have hline := fun i => second_deriv_line hu hu1 Z c x (x - y) (axis i) hx hd
    ((EuclideanSpace.basisFun (Fin 3) ℝ).orthonormal.1 i)
  -- Parseval for the three axes
  have par : ∀ a b : E, ⟪a, axis 0⟫_ℝ * ⟪b, axis 0⟫_ℝ + ⟪a, axis 1⟫_ℝ * ⟪b, axis 1⟫_ℝ
      + ⟪a, axis 2⟫_ℝ * ⟪b, axis 2⟫_ℝ = ⟪a, b⟫_ℝ := by
    intro a b
    have h := (EuclideanSpace.basisFun (Fin 3) ℝ).sum_inner_mul_inner a b
    rw [Fin.sum_univ_three] at h
    rw [real_inner_comm (axis 0) b, real_inner_comm (axis 1) b, real_inner_comm (axis 2) b]
    exact h
  have hA := (par x x).trans (real_inner_self_eq_norm_sq x)
  have hB := (par (x - y) (x - y)).trans (real_inner_self_eq_norm_sq (x - y))
  have hC := par x (x - y)
  have hP : ‖x‖ ≠ 0 := norm_ne_zero_iff.mpr hx
  have hD : ‖x - y‖ ≠ 0 := norm_ne_zero_iff.mpr hd
  simp only [lap, hl, Fin.sum_univ_three]
  rw [hline 0, hline 1, hline 2]
  generalize Real.exp (-Z * ‖x‖ + c + u ‖x - y‖) = W
  generalize u1 ‖x - y‖ = a
  generalize u2 ‖x - y‖ = b
  generalize ‖x - y‖ = D at hB hD ⊢
  generalize ‖x‖ = P at hA hP ⊢
  trans W * (-Z * (3 / P - P ^ 2 / P ^ 3) + b * D ^ 2 / D ^ 2 + a * (3 / D - D ^ 2 / D ^ 3)
    + Z ^ 2 * P ^ 2 / P ^ 2 + a ^ 2 * D ^ 2 / D ^ 2 - 2 * Z * a * ⟪x, x - y⟫_ℝ / (P * D))
  · linear_combination W * (Z / P ^ 3 + Z ^ 2 / P ^ 2) * hA
      + W * (b / D ^ 2 - a / D ^ 3 + a ^ 2 / D ^ 2) * hB - W * 2 * Z * a / (P * D) * hC
  · congr 1
    field_simp
    ring
```

The general theorem holds for every real `Z`, and `angle x y` is the unoriented angle θ in [0, π]. Its proof uses `lap_exp` once per electron (`h1`, `h2`) and replaces ⟨x, y⟩ through `cos_angle_mul_norm_mul_norm`.

```lean
/-- Local energy of `exp(-Z r₁ - Z r₂ + u(s))` away from the coalescences, for `u` twice
differentiable on `s > 0` with derivatives `u1`, `u2`. -/
theorem localEnergy_trial (hu : ∀ s, 0 < s → HasDerivAt u (u1 s) s)
    (hu1 : ∀ s, 0 < s → HasDerivAt u1 (u2 s) s) (Z : ℝ) (x y : E)
    (hx : x ≠ 0) (hy : y ≠ 0) (hxy : x ≠ y) :
    localEnergy Z (trial Z u) x y = -Z ^ 2 + 1 / ‖x - y‖ - u2 ‖x - y‖
      - 2 * u1 ‖x - y‖ / ‖x - y‖ - u1 ‖x - y‖ ^ 2
      + Z * u1 ‖x - y‖ * (‖x‖ + ‖y‖) * (1 - Real.cos (angle x y)) / ‖x - y‖ := by
  have h1 := lap_exp hu hu1 Z (-Z * ‖y‖) x y hx hxy (fun a => trial Z u a y)
    (fun a => by simp only [trial]; congr 1; ring)
  have h2 := lap_exp hu hu1 Z (-Z * ‖x‖) y x hy hxy.symm (fun a => trial Z u x a)
    (fun a => by simp only [trial, norm_sub_rev x a]; congr 1; ring)
  have hP : ‖x‖ ≠ 0 := norm_ne_zero_iff.mpr hx
  have hQ : ‖y‖ ≠ 0 := norm_ne_zero_iff.mpr hy
  have hD : ‖x - y‖ ≠ 0 := norm_ne_zero_iff.mpr (sub_ne_zero.mpr hxy)
  have hψ : trial Z u x y ≠ 0 := (Real.exp_pos _).ne'
  unfold localEnergy hamiltonian
  rw [h1, h2, norm_sub_rev y x, inner_sub_right, inner_sub_right, real_inner_self_eq_norm_sq x,
    real_inner_self_eq_norm_sq y, real_inner_comm x y, ← cos_angle_mul_norm_mul_norm x y]
  field_simp
  ring
```

## Helium

For b ≥ 0 and s > 0 the denominator 1 + bs is nonzero, and the quotient rule shows that `padeD` and `padeDD` are u′ and u″. Inserting them with Z = 2 gives the helium formula.

```lean
/-- For `b ≥ 0` and `s > 0`, `padeD` and `padeDD` are `u'` and `u''` of the Padé exponent. -/
theorem pade_hasDerivAt {b s : ℝ} (hb : 0 ≤ b) (hs : 0 < s) :
    HasDerivAt (pade b) (padeD b s) s ∧ HasDerivAt (padeD b) (padeDD b s) s := by
  have hq : 1 + b * s ≠ 0 := by positivity
  have h : HasDerivAt (fun s : ℝ => 1 + b * s) b s :=
    (((hasDerivAt_id' s).const_mul b).const_add 1).congr_deriv (mul_one b)
  constructor
  · have h1 := (hasDerivAt_id' s).fun_div (h.const_mul 2) (mul_ne_zero two_ne_zero hq)
    refine HasDerivAt.congr_deriv h1 ?_
    unfold padeD
    field_simp
    ring
  · have h1 := (hasDerivAt_const s (1 : ℝ)).fun_div ((h.fun_pow 2).const_mul 2)
      (mul_ne_zero two_ne_zero (pow_ne_zero 2 hq))
    refine HasDerivAt.congr_deriv h1 ?_
    simp only [padeDD, Nat.cast_ofNat, Nat.reduceSub, pow_one]
    field_simp
    ring

/-- Local energy of the helium trial function with the Padé Jastrow factor. -/
theorem localEnergy_helium {b : ℝ} (hb : 0 ≤ b) (x y : E)
    (hx : x ≠ 0) (hy : y ≠ 0) (hxy : x ≠ y) :
    localEnergy 2 (trial 2 (pade b)) x y = -4 + 1 / ‖x - y‖ - padeDD b ‖x - y‖
      - 2 * padeD b ‖x - y‖ / ‖x - y‖ - padeD b ‖x - y‖ ^ 2
      + 2 * padeD b ‖x - y‖ * (‖x‖ + ‖y‖) * (1 - Real.cos (angle x y)) / ‖x - y‖ := by
  rw [localEnergy_trial (fun _ hs => (pade_hasDerivAt hb hs).1)
    (fun _ hs => (pade_hasDerivAt hb hs).2) 2 x y hx hy hxy]
  ring
```

The bound on G needs only x ≠ y. Here `hcos` is the law of cosines, `p1` and `p2` are the two nonnegative products in the identity above, and `key` passes from squares to A ≤ 2s, with A = (r₁ + r₂)(1 − cos θ).

```lean
/-- The angular factor `(r₁ + r₂)(1 - cos θ)/s` lies between `0` and `2`. -/
theorem angular_factor_mem (x y : E) (hxy : x ≠ y) :
    (‖x‖ + ‖y‖) * (1 - Real.cos (angle x y)) / ‖x - y‖ ∈ Set.Icc (0 : ℝ) 2 := by
  have hs : 0 < ‖x - y‖ := norm_pos_iff.mpr (sub_ne_zero.mpr hxy)
  have h0 : 0 ≤ 1 - Real.cos (angle x y) := sub_nonneg.mpr (Real.cos_le_one _)
  have h1 : 0 ≤ 1 + Real.cos (angle x y) := by linarith [Real.neg_one_le_cos (angle x y)]
  have hcos := norm_sub_sq_real x y
  rw [← cos_angle_mul_norm_mul_norm x y] at hcos
  refine ⟨by positivity, (div_le_iff₀ hs).mpr ?_⟩
  have key : ∀ A s : ℝ, 0 < s → A ^ 2 ≤ 4 * s ^ 2 → A ≤ 2 * s := by
    intro A s h h'
    by_contra hn
    have hn' := not_le.mp hn
    nlinarith
  apply key _ _ hs
  rw [hcos]
  have p1 := mul_nonneg (mul_nonneg (norm_nonneg x) (norm_nonneg y)) (mul_nonneg h0 h1)
  have p2 := mul_nonneg (sq_nonneg (‖x‖ - ‖y‖))
    (mul_nonneg h1 (by linarith : 0 ≤ 3 - Real.cos (angle x y)))
  linarith
```

The bound on E_L is uniform over all admissible x, y at fixed b ≥ 0. Its `key` is the expression in w; `a0`, `a1`, `c0`, `c1`, `d0` and `w4` are the termwise estimates. Sharpness is not claimed: at b = 0 the opening formula gives at most −9/4, below the stated −2. Boundedness also differs from continuity, an observation that no theorem here states: as r₁ → 0 at fixed y, G tends to 1 − cos θ, which depends on the direction of approach. The variational energy and the choice of b are not treated.

```lean
/-- The helium Padé Jastrow local energy lies in `[-17/4, -2 + 3b]` away from coalescences. -/
theorem localEnergy_helium_bounded {b : ℝ} (hb : 0 ≤ b) (x y : E)
    (hx : x ≠ 0) (hy : y ≠ 0) (hxy : x ≠ y) :
    localEnergy 2 (trial 2 (pade b)) x y ∈ Set.Icc (-17 / 4) (-2 + 3 * b) := by
  have hs : 0 < ‖x - y‖ := norm_pos_iff.mpr (sub_ne_zero.mpr hxy)
  obtain ⟨g0, g2⟩ := angular_factor_mem x y hxy
  rw [localEnergy_helium hb x y hx hy hxy]
  generalize ‖x - y‖ = s at hs g0 g2 ⊢
  generalize ‖x‖ + ‖y‖ = R at g0 g2 ⊢
  generalize 1 - Real.cos (angle x y) = C at g0 g2 ⊢
  have hbs : 0 ≤ b * s := by positivity
  obtain ⟨w, hw⟩ : ∃ w, w = 1 / (1 + b * s) := ⟨_, rfl⟩
  have w0 : 0 ≤ w := by rw [hw]; positivity
  have w1 : w ≤ 1 := by rw [hw, div_le_one (by linarith)]; linarith
  -- the 1/s terms combine to b w (1 + w)
  have key : -4 + 1 / s - padeDD b s - 2 * padeD b s / s - padeD b s ^ 2
      + 2 * padeD b s * R * C / s
      = -4 + b * (w + w ^ 2 + w ^ 3) - w ^ 4 / 4 + w ^ 2 * (R * C / s) := by
    have hq : 1 + b * s ≠ 0 := by positivity
    rw [hw]
    unfold padeD padeDD
    field_simp
    ring
  rw [key]
  have w2 : w ^ 2 ≤ 1 := pow_le_one₀ w0 w1
  have w3 : w ^ 3 ≤ 1 := pow_le_one₀ w0 w1
  have w4 : w ^ 4 ≤ 1 := pow_le_one₀ w0 w1
  have a0 : 0 ≤ b * (w + w ^ 2 + w ^ 3) := by positivity
  have a1 : b * (w + w ^ 2 + w ^ 3) ≤ b * 3 := mul_le_mul_of_nonneg_left (by linarith) hb
  have c0 : 0 ≤ w ^ 2 * (R * C / s) := mul_nonneg (sq_nonneg w) g0
  have c1 : w ^ 2 * (R * C / s) ≤ 1 * 2 := mul_le_mul w2 g2 g0 zero_le_one
  have d0 : 0 ≤ w ^ 4 := by positivity
  constructor <;> linarith
```

The last theorem is the opening case u = 0: for every real Z and M some admissible configuration has E_L > M. With K = |M| + Z² + 1, x = 2e₀/K and y = e₀/K, the separation is s = 1/K, and E_L = −Z² + K = |M| + 1.

```lean
/-- With `u = 0` the local energy is unbounded above away from the coalescences. -/
theorem localEnergy_unbounded_without_jastrow (Z M : ℝ) :
    ∃ x y : E, x ≠ 0 ∧ y ≠ 0 ∧ x ≠ y ∧ M < localEnergy Z (trial Z fun _ => 0) x y := by
  obtain ⟨K, hK⟩ : ∃ K, K = |M| + Z ^ 2 + 1 := ⟨_, rfl⟩
  have K0 : 0 < K⁻¹ := by rw [hK]; positivity
  have ha : ‖axis 0‖ = 1 := (EuclideanSpace.basisFun (Fin 3) ℝ).orthonormal.1 0
  have ha0 : axis 0 ≠ 0 := norm_ne_zero_iff.mp (by rw [ha]; norm_num)
  have hs : (2 * K⁻¹) • axis 0 - K⁻¹ • axis 0 = K⁻¹ • axis 0 := by module
  have hx : (2 * K⁻¹) • axis 0 ≠ 0 := smul_ne_zero (by positivity) ha0
  have hy : K⁻¹ • axis 0 ≠ 0 := smul_ne_zero K0.ne' ha0
  have hxy : (2 * K⁻¹) • axis 0 ≠ K⁻¹ • axis 0 := sub_ne_zero.mp (by rw [hs]; exact hy)
  have hn : ‖K⁻¹ • axis 0‖ = K⁻¹ := by rw [norm_smul, ha, mul_one, Real.norm_of_nonneg K0.le]
  refine ⟨_, _, hx, hy, hxy, ?_⟩
  rw [localEnergy_trial (u1 := fun _ => 0) (u2 := fun _ => 0) (fun s _ => hasDerivAt_const s 0)
    (fun s _ => hasDerivAt_const s 0) Z _ _ hx hy hxy, hs, hn]
  simp only [one_div, inv_inv, mul_zero, zero_mul, zero_div]
  linarith [le_abs_self M]

end

end PadeJastrowHelium
```

```lean
#print axioms PadeJastrowHelium.localEnergy_helium_bounded
#print axioms PadeJastrowHelium.localEnergy_unbounded_without_jastrow
```

```
'PadeJastrowHelium.localEnergy_helium_bounded' depends on axioms: [propext, Classical.choice, Quot.sound]
'PadeJastrowHelium.localEnergy_unbounded_without_jastrow' depends on axioms: [propext, Classical.choice, Quot.sound]
```
